# The propagator of a zz coupling between two spins 1/2 is diagonal, with opposite phases for parallel and antiparallel spins

Two spins 1/2 interact only through the product of their z components I1z and I2z, each with eigenvalues ±1/2, and there are no field terms. The elapsed time, the coupling strength and ħ are absorbed into the real parameter t. The declaration `propagator_eq_diagonal` states that exp(−i t I1z I2z), a 4 × 4 matrix, is diagonal in the product basis of the z components. Its diagonal entries are exp(−it/4) where the spins are parallel and exp(it/4) where they are antiparallel. The attempt writes the coupling as a diagonal matrix, moves the exponential onto the diagonal, and then compares the entries for the four basis states.

This version doesn't compile in Lean 4 with Mathlib:

```lean
import Mathlib

open Matrix
open scoped Kronecker

namespace LocalVersusEntangling

noncomputable section

/-- The magnetic quantum numbers 1/2 and -1/2 of a spin 1/2. -/
def mz : Fin 2 → ℂ := ![1 / 2, -1 / 2]

/-- The z component of a single spin 1/2. -/
def Iz : Matrix (Fin 2) (Fin 2) ℂ := diagonal mz

/-- The z component of the first spin, as an operator on the pair. -/
def I1z : Matrix (Fin 2 × Fin 2) (Fin 2 × Fin 2) ℂ :=
  Iz ⊗ₖ (1 : Matrix (Fin 2) (Fin 2) ℂ)

/-- The z component of the second spin, as an operator on the pair. -/
def I2z : Matrix (Fin 2 × Fin 2) (Fin 2 × Fin 2) ℂ :=
  (1 : Matrix (Fin 2) (Fin 2) ℂ) ⊗ₖ Iz

/-- The coupling propagator exp(-i t I1z I2z). -/
def propagator (t : ℝ) : Matrix (Fin 2 × Fin 2) (Fin 2 × Fin 2) ℂ :=
  NormedSpace.exp ((-(Complex.I * (t : ℂ))) • (I1z * I2z))

/-- The coupling I1z I2z is diagonal, with the products of the magnetic quantum numbers
as entries. -/
theorem coupling_eq_diagonal :
    I1z * I2z = diagonal fun p : Fin 2 × Fin 2 => mz p.1 * mz p.2 := by
  unfold I1z I2z
  rw [← mul_kronecker_mul, mul_one, one_mul]
  unfold Iz
  rw [diagonal_kronecker_diagonal]

/-- The coupling propagator is diagonal: parallel spins acquire the phase factor exp(-it/4),
antiparallel spins exp(it/4). -/
theorem propagator_eq_diagonal (t : ℝ) :
    propagator t = diagonal fun p : Fin 2 × Fin 2 =>
      !![Complex.exp (-(Complex.I * t / 4)), Complex.exp (Complex.I * t / 4);
         Complex.exp (Complex.I * t / 4), Complex.exp (-(Complex.I * t / 4))] p.1 p.2 := by
  unfold propagator
  rw [coupling_eq_diagonal, ← diagonal_smul, Matrix.exp_diagonal]
  refine congrArg diagonal (funext fun p => ?_)
  rw [Pi.exp_apply, ← Complex.exp_eq_exp_ℂ]
  obtain ⟨i, j⟩ := p
  fin_cases i <;> fin_cases j <;> simp [mz] <;>
    first
      | (congr 1; ring)
      | ring_nf

end

end LocalVersusEntangling
```

Compiling this gives:

```
Main.lean:46:6: error(lean.unknownIdentifier): Unknown identifier `Pi.exp_apply`
Main.lean:42:89: error: unsolved goals
t : ℝ
p : Fin 2 × Fin 2
⊢ NormedSpace.exp (-(Complex.I * ↑t) • fun p => mz p.1 * mz p.2) p =
    !![Complex.exp (-(Complex.I * ↑t / 4)), Complex.exp (Complex.I * ↑t / 4);
        Complex.exp (Complex.I * ↑t / 4), Complex.exp (-(Complex.I * ↑t / 4))]
      p.1 p.2
```

Cause. The first message says that Lean knows no lemma called `Pi.exp_apply`, so the `rw` that cites it fails. The second follows from the first: it shows the goal as it stood before that rewrite. There `NormedSpace.exp` is applied to the whole family of diagonal entries and only then evaluated at `p`, whereas the right-hand side has `Complex.exp` of single numbers.

The missing step is that the exponential of a family is taken entry by entry. The repair proves this as `hexp`: `Complex.exp_eq_exp_ℂ` turns `Complex.exp` into `NormedSpace.exp`, and `Pi.coe_exp` supplies the entrywise rule. `rw [hexp]` then does the work of both rewrites in the old line.

The ending also changes: the `first` combinator with its `ring_nf` alternative goes, and `ring1` replaces `ring`. The messages say nothing about the old ending, because the proof stopped before reaching it. The repaired proof shows that this change is only tidying: `congr 1; ring1` closes all the remaining goals, and `ring` tries `ring1` first, so the old alternative `congr 1; ring` would have closed them too.

As a diff, the version that Lean accepts:

```diff
@@ -41,13 +41,16 @@
       !![Complex.exp (-(Complex.I * t / 4)), Complex.exp (Complex.I * t / 4);
          Complex.exp (Complex.I * t / 4), Complex.exp (-(Complex.I * t / 4))] p.1 p.2 := by
+  -- the exponential of a family of numbers is taken entry by entry
+  have hexp : ∀ (g : Fin 2 × Fin 2 → ℂ) (p : Fin 2 × Fin 2),
+      NormedSpace.exp g p = Complex.exp (g p) := by
+    intro g p
+    rw [Complex.exp_eq_exp_ℂ]
+    exact Pi.coe_exp g p
   unfold propagator
   rw [coupling_eq_diagonal, ← diagonal_smul, Matrix.exp_diagonal]
   refine congrArg diagonal (funext fun p => ?_)
-  rw [Pi.exp_apply, ← Complex.exp_eq_exp_ℂ]
+  rw [hexp]
   obtain ⟨i, j⟩ := p
-  fin_cases i <;> fin_cases j <;> simp [mz] <;>
-    first
-      | (congr 1; ring)
-      | ring_nf
+  fin_cases i <;> fin_cases j <;> simp [mz] <;> (congr 1; ring1)
 
 end
```
